# A redefinition f = a + O(a²) of a single coupling with scale-independent coefficients preserves b₀ and b₁ in β = b₀a² + b₁a³ + b₂a⁴ + … and shifts b₂ by a known amount

## Couplings, schemes and the transformed equation

Consider a single renormalized coupling $a$ whose dependence on the scale $\mu$ is given by a beta function of the form

$$\mu\frac{da}{d\mu}=\beta(a)=b_0a^2+b_1a^3+b_2a^4+\dots,$$

where $b_0$, $b_1$, $b_2$ are the one-, two- and three-loop coefficients. In QED, $a$ is proportional to the renormalized, scale-dependent fine-structure constant. Another renormalization scheme uses another coupling

$$f(a)=a+c_1a^2+c_2a^3+\dots,$$

which agrees with $a$ at lowest order. The question is which coefficients of the beta function depend on this choice.

If the $c_j$ do not depend on $\mu$, the chain rule gives $\mu\,df/d\mu=\beta(a)f'(a)$. The new beta function $B$ expresses the same rate through the new coupling, so

$$B(f(a))=\beta(a)f'(a).$$

All series are formal, with coefficients in a commutative ring $R$, such as the real numbers. Convergence plays no role.

```lean
import Mathlib

open PowerSeries

namespace BetaFunctionSchemeChange

noncomputable section

variable {R : Type*} [CommRing R]
```

In Lean the old coupling $a$ is the variable `X` of `R⟦X⟧`, and the new coupling is the series `f`. The indices count powers of the coupling, not loops: $b_j$ is `coeff (j+2) β`, $c_j$ is `coeff (j+1) f`, and $B_n$ below means `coeff n B`. A redefinition has constant coefficient 0 and linear coefficient 1. The second condition says that both schemes have the same tree-level coupling.

```lean
/-- A redefinition of the coupling: a formal series `f = a + c₁ a² + c₂ a³ + ...`. -/
def IsRedefinition (f : R⟦X⟧) : Prop :=
  constantCoeff f = 0 ∧ coeff 1 f = 1
```

The transformed equation becomes a definition, with `B.subst f` for $B(f)$ and `d⁄dX R f` for $f'$. The chain rule that leads to it, including the $\mu$-independence of the $c_j$, is the physical input. The $c_j$ are constant, for example, between mass-independent schemes whose couplings do not involve a running gauge parameter. The chain rule is built into this definition, not derived from a flow in $\mu$.

```lean
/-- The renormalization group equation in the new coupling `f`: the series `B` satisfies
`B(f) = β f'`, where `β` is the beta function of the old coupling. -/
def IsTransformedBeta (β f B : R⟦X⟧) : Prop :=
  (B.subst f : R⟦X⟧) = β * d⁄dX R f
```

## Powers of the new coupling

Products are expanded by the Cauchy rule: the coefficient of $a^n$ in $pq$ is $\sum_{k=0}^n p_kq_{n-k}$.

```lean
/-- The coefficient of order `n` in a product of two series is the Cauchy sum. -/
theorem coeff_mul_range (p q : R⟦X⟧) (n : ℕ) :
    coeff n (p * q) = ∑ k ∈ Finset.range (n + 1), coeff k p * coeff (n - k) q :=
  (coeff_mul n p q).trans
    (Finset.Nat.sum_antidiagonal_eq_sum_range_succ (fun i j => coeff i p * coeff j q) n)
```

Since $f$ has no constant term, $f=a\,g$ with $g=1+c_1a+\dots$. Hence $f^n=a^ng^n$, and the coefficient of $a^n$ in $f^n$ is $g(0)^n=1$. The proof obtains $g$ from the divisibility of $f$ by `X` and follows the same two steps.

```lean
/-- The `n`-th power of a redefined coupling has coefficient one at order `n`. -/
theorem coeff_pow_self {f : R⟦X⟧} (hf : IsRedefinition f) (n : ℕ) :
    coeff n (f ^ n) = 1 := by
  obtain ⟨g, hg⟩ := X_dvd_iff.2 hf.1
  have h1 : coeff 0 g = 1 := by
    rw [← coeff_succ_X_mul 0 g, ← hg]
    exact hf.2
  have h2 := coeff_X_pow_mul (g ^ n) n 0
  rw [zero_add] at h2
  rw [hg, mul_pow, h2, coeff_zero_eq_constantCoeff_apply, map_pow,
    ← coeff_zero_eq_constantCoeff_apply, h1, one_pow]
```

Write $[a^n]$ for the coefficient of $a^n$. In $B(f)=\sum_k B_kf^k$ the powers with $k>n$ start beyond $a^n$ and drop out, while $k=n$ contributes $B_n$. Therefore

$$[a^n]B(f)=\sum_{k<n}B_k\,[a^n]f^k+B_n .$$

Mathlib gives the coefficient of a substitution as a sum over all $k$. The proof cuts it to $k\le n$ and splits off the last term; the second bullet justifies the cut.

```lean
/-- For a redefined coupling `f`, the coefficient of order `n` in `B(f)` is that of `B` plus
a combination of the lower coefficients of `B`. -/
theorem coeff_subst_redefinition {f : R⟦X⟧} (hf : IsRedefinition f) (B : R⟦X⟧) (n : ℕ) :
    coeff n (B.subst f : R⟦X⟧) =
      ∑ k ∈ Finset.range n, coeff k B * coeff n (f ^ k) + coeff n B := by
  have hs : HasSubst f := HasSubst.of_constantCoeff_zero' hf.1
  rw [coeff_subst' hs, finsum_eq_sum_of_support_subset _ (s := Finset.range (n + 1)),
    Finset.sum_range_succ, coeff_pow_self hf n]
  · simp only [smul_eq_mul, mul_one]
  · -- powers above the `n`-th do not reach order `n`
    intro k hk
    by_contra hkn
    have hlt : ¬ k < n + 1 := fun h => hkn (Finset.mem_coe.2 (Finset.mem_range.2 h))
    have hz : coeff n (f ^ k) = 0 :=
      X_pow_dvd_iff.1 (pow_dvd_pow_of_dvd (X_dvd_iff.2 hf.1) k) n (by omega)
    apply hk
    show coeff k B • coeff n (f ^ k) = 0
    rw [hz, smul_zero]
```

## Exactly one new beta function

Now let $g=\beta f'$ be the right-hand side of the transformed equation; this is a different $g$ from the quotient above. Comparing coefficients gives a triangular system, which is solved upwards from $n=0$:

$$B_n=g_n-\sum_{k<n}B_k\,[a^n]f^k .$$

```lean
/-- The recursion `Bₙ = gₙ - ∑_{k<n} Bₖ [aⁿ]fᵏ`. If `f` is a redefinition of the coupling, it gives
the coefficients of the series `B` with `B(f) = g`. -/
def solveCoeff (f g : R⟦X⟧) (n : ℕ) : R :=
  coeff n g - ∑ k : Fin n, solveCoeff f g k * coeff n (f ^ (k : ℕ))
termination_by n
decreasing_by exact k.isLt
```

The series with these coefficients satisfies the equation at every order, so a solution exists. Conversely, if $B$ is any solution and its coefficients below $n$ agree with the recursion, the order-$n$ equation forces $B_n$ to agree as well. Strong induction then gives uniqueness. In the code, `e` is the recursion, `linear_combination e n` verifies the equation for existence, and `ih` supplies the agreement at lower orders. Nothing is assumed about the lowest order of $\beta$.

```lean
/-- Every redefinition of the coupling turns a given beta function into exactly one new
beta function. -/
theorem existsUnique_transformedBeta {f : R⟦X⟧} (hf : IsRedefinition f) (β : R⟦X⟧) :
    ∃! B : R⟦X⟧, IsTransformedBeta β f B := by
  set g : R⟦X⟧ := β * d⁄dX R f with hg
  have e (n : ℕ) : solveCoeff f g n =
      coeff n g - ∑ k ∈ Finset.range n, solveCoeff f g k * coeff n (f ^ k) := by
    rw [solveCoeff,
      Fin.sum_univ_eq_sum_range (fun k => solveCoeff f g k * coeff n (f ^ k)) n]
  refine ⟨PowerSeries.mk (solveCoeff f g), PowerSeries.ext fun n => ?_, fun B hB => ?_⟩
  · rw [coeff_subst_redefinition hf, ← hg]
    simp only [coeff_mk]
    linear_combination e n
  · -- the triangular system fixes the coefficients one after the other
    have hB' : (B.subst f : R⟦X⟧) = g := hB
    refine PowerSeries.ext fun n => ?_
    rw [coeff_mk]
    induction n using Nat.strong_induction_on with
    | _ n ih =>
      have h := coeff_subst_redefinition hf B n
      rw [hB'] at h
      have hs : ∑ k ∈ Finset.range n, coeff k B * coeff n (f ^ k) =
          ∑ k ∈ Finset.range n, solveCoeff f g k * coeff n (f ^ k) :=
        Finset.sum_congr rfl fun k hk => by rw [ih k (Finset.mem_range.1 hk)]
      linear_combination -h - hs - e n
```

## Comparison through three loops

Let $\beta$ start at $a^2$. With $f'=1+2c_1a+3c_2a^2+\dots$, the right-hand side is

$$\beta f'=b_0a^2+(b_1+2c_1b_0)a^3+(b_2+2c_1b_1+3c_2b_0)a^4+\dots$$

The powers needed on the left are

$$f^2=a^2+2c_1a^3+(2c_2+c_1^2)a^4+\dots,\qquad f^3=a^3+3c_1a^4+\dots$$

Orders 0 and 1 give $B_0=0$ and $B_1=0$. The next orders read

$$\begin{aligned}
B_2&=b_0,\\
2c_1B_2+B_3&=b_1+2c_1b_0,\\
(2c_2+c_1^2)B_2+3c_1B_3+B_4&=b_2+2c_1b_1+3c_2b_0 .
\end{aligned}$$

The second line gives $B_3=b_1$, and the third gives

$$B_4=b_2-b_1c_1+b_0(c_2-c_1^2).$$

The theorem states these five values for any $B$ that satisfies the transformed equation; the vanishing of $B_0$ and $B_1$ is a conclusion. The facts `e0` to `e4` are the coefficients of $\beta f'$, and `p32`, `p42`, `p43` those of $f^2$ and $f^3$. Each `linear_combination` solves one order for its new unknown.

```lean
/-- Let `β = b₀ a² + b₁ a³ + b₂ a⁴ + ...` and `f = a + c₁ a² + c₂ a³ + ...`. The new beta
function has no constant or linear term, the same coefficients `b₀` and `b₁`, and the
three-loop coefficient `b₂ - b₁ c₁ + b₀ (c₂ - c₁²)`. -/
theorem transformedBeta_coeffs {β f B : R⟦X⟧} (hβ0 : constantCoeff β = 0)
    (hβ1 : coeff 1 β = 0) (hf : IsRedefinition f) (hB : IsTransformedBeta β f B) :
    coeff 0 B = 0 ∧ coeff 1 B = 0 ∧ coeff 2 B = coeff 2 β ∧ coeff 3 B = coeff 3 β ∧
      coeff 4 B = coeff 4 β - coeff 3 β * coeff 2 f
        + coeff 2 β * (coeff 3 f - coeff 2 f ^ 2) := by
  have hf0 : constantCoeff f = 0 := hf.1
  have hf1 : coeff 1 f = 1 := hf.2
  have key (n : ℕ) : coeff n (β * d⁄dX R f) =
      ∑ k ∈ Finset.range n, coeff k B * coeff n (f ^ k) + coeff n B := by
    have hB' : (B.subst f : R⟦X⟧) = β * d⁄dX R f := hB
    rw [← hB']
    exact coeff_subst_redefinition hf B n
  -- the right-hand side `β f'` up to fourth order
  have e0 : coeff 0 (β * d⁄dX R f) = 0 := by simp [hβ0]
  have e1 : coeff 1 (β * d⁄dX R f) = 0 := by
    simp [coeff_mul_range, Finset.sum_range_succ, hβ0, hβ1]
  have hb0 : coeff 0 β = 0 := by
    rw [coeff_zero_eq_constantCoeff_apply]
    exact hβ0
  have e2 : coeff 2 (β * d⁄dX R f) = coeff 2 β := by
    simp [coeff_mul_range, Finset.sum_range_succ, coeff_derivative, hb0, hβ1, hf1,
      -coeff_zero_eq_constantCoeff]
  have e3 : coeff 3 (β * d⁄dX R f) = 2 * coeff 2 f * coeff 2 β + coeff 3 β := by
    simp [coeff_mul_range, Finset.sum_range_succ, coeff_derivative, hb0, hβ1, hf1,
      -coeff_zero_eq_constantCoeff]
    ring
  have e4 : coeff 4 (β * d⁄dX R f) =
      3 * coeff 3 f * coeff 2 β + 2 * coeff 2 f * coeff 3 β + coeff 4 β := by
    simp [coeff_mul_range, Finset.sum_range_succ, coeff_derivative, hb0, hβ1, hf1,
      -coeff_zero_eq_constantCoeff]
    ring
  -- the powers of `f` that enter at third and fourth order
  have p32 : coeff 3 (f ^ 2) = 2 * coeff 2 f := by
    simp [pow_succ, coeff_mul_range, Finset.sum_range_succ, hf0, hf1]
    ring
  have p42 : coeff 4 (f ^ 2) = 2 * coeff 3 f + coeff 2 f ^ 2 := by
    simp [pow_succ, coeff_mul_range, Finset.sum_range_succ, hf0, hf1]
    ring
  have p43 : coeff 4 (f ^ 3) = 3 * coeff 2 f := by
    simp [pow_succ, coeff_mul_range, Finset.sum_range_succ, hf0, hf1]
    ring
  -- comparison order by order
  have k0 := key 0
  have k1 := key 1
  have k2 := key 2
  have k3 := key 3
  have k4 := key 4
  simp only [Finset.sum_range_succ, Finset.sum_range_zero] at k0 k1 k2 k3 k4
  have B0 : coeff 0 B = 0 := by linear_combination e0 - k0
  rw [e1, B0] at k1
  have B1 : coeff 1 B = 0 := by linear_combination -k1
  rw [e2, B0, B1] at k2
  have B2 : coeff 2 B = coeff 2 β := by linear_combination -k2
  rw [e3, B0, B1, B2, p32] at k3
  have B3 : coeff 3 B = coeff 3 β := by linear_combination -k3
  rw [e4, B0, B1, B2, B3, p42, p43] at k4
  exact ⟨B0, B1, B2, B3, by linear_combination -k4⟩
```

In perturbative QED, one- and two-loop coefficients from two schemes related by such a series $f$ with constant $c_j$ can thus be compared directly, while three-loop coefficients in general first need the conversion above.

## A scheme with vanishing three-loop coefficient

Suppose $b_0$ has an inverse $w$. Over the real numbers this means that the coupling runs at one loop. For any chosen $c_1$, set

$$c_2=c_1^2+(b_1c_1-b_2)w .$$

Then $b_0(c_2-c_1^2)=b_1c_1-b_2$, and so $B_4=0$. The proof takes the cubic polynomial $f=a+c_1a^2+c_2a^3$, obtains $B$ from the existence theorem and inserts both into the three-loop formula. The vanishing coefficient is a property of the chosen coupling: the three-loop information now sits in the relation between $f$ and $a$.

```lean
/-- If `β` starts at second order with an invertible coefficient `b₀`, then for every
prescribed `c₁` some redefinition `f = a + c₁ a² + ...` removes the three-loop coefficient. -/
theorem exists_scheme_without_three_loop {β : R⟦X⟧} (hβ0 : constantCoeff β = 0)
    (hβ1 : coeff 1 β = 0) (hb : IsUnit (coeff 2 β)) (c₁ : R) :
    ∃ f B : R⟦X⟧, IsRedefinition f ∧ coeff 2 f = c₁ ∧ IsTransformedBeta β f B ∧
      coeff 4 B = 0 := by
  obtain ⟨w, hw⟩ := hb.exists_right_inv
  -- solve the three-loop formula for `c₂`
  let c₂ : R := c₁ ^ 2 + (coeff 3 β * c₁ - coeff 4 β) * w
  let f : R⟦X⟧ := X + C c₁ * X ^ 2 + C c₂ * X ^ 3
  have hf : IsRedefinition f := by
    constructor
    · simp [f]
    · simp [f, coeff_X, coeff_X_pow]
  have h2 : coeff 2 f = c₁ := by simp [f, coeff_X, coeff_X_pow]
  have h3 : coeff 3 f = c₂ := by simp [f, coeff_X, coeff_X_pow]
  obtain ⟨B, hB, -⟩ := existsUnique_transformedBeta hf β
  refine ⟨f, B, hf, h2, hB, ?_⟩
  rw [(transformedBeta_coeffs hβ0 hβ1 hf hB).2.2.2.2, h2, h3]
  linear_combination (coeff 3 β * c₁ - coeff 4 β) * hw

end

end BetaFunctionSchemeChange
```

```lean
#print axioms BetaFunctionSchemeChange.coeff_subst_redefinition
-- 'BetaFunctionSchemeChange.coeff_subst_redefinition' depends on axioms: [propext, Classical.choice, Quot.sound]
#print axioms BetaFunctionSchemeChange.exists_scheme_without_three_loop
-- 'BetaFunctionSchemeChange.exists_scheme_without_three_loop' depends on axioms: [propext, Classical.choice, Quot.sound]
```

## Smooth functions in place of formal series

The couplings could also be modelled as smooth real functions near zero, with $f(0)=0$ and $f'(0)=1$. Then $f$ has a local inverse, $B=(\beta f')\circ f^{-1}$ near zero, and the chain rule turns a solution $a(\mu)$ of the old flow into a solution $f(a(\mu))$ of the new one. The formulas above would become statements about Taylor coefficients. Such a version would speak about actual running couplings, but it would need $\beta$ as a function, whereas perturbation theory supplies only its expansion coefficients.
